# For a fixed impurity state count, the supercell Fermi shift times the number of host cells tends to the Friedel mismatch over the host density of states

## If every supercell is neutral, what does Friedel's condition add?

Take a metal with a constant density of states of 2 per eV and cell. Put one impurity in a supercell of $M$ host cells. It brings $Z=1$ extra electron but adds only $D=0.6$ states below any energy near the host Fermi level $F$. Counting electrons gives $2M(E_M-F)+0.6=1$, with energies in eV, so the supercell Fermi level $E_M$ lies $0.2/M$ eV above $F$: 2 meV for 100 cells.

The cell is neutral for every $M$, and the shift dies out, yet Friedel's condition $D=Z$ still fails. Where is the missing charge? And does the $1/M$ law survive when the host density of states and $D$ vary with energy?

## The host cells carry the mismatch, and it fixes the coefficient of 1/M

The missing 0.4 electron sits in the host: each cell takes up a charge of order $1/M$, and there are $M$ cells. The law survives when the host density of states and $D$ vary with energy.

Let $N_0(E)$ be the host's integrated density of states per cell, with slope $n>0$ at $F$, and let $D(E)$, continuous at $F$, be the change in the number of states below $E$ due to the impurity. Suppose that $E_M\to F$ and, for all large $M$,
$$M N_0(E_M)+D(E_M)=M N_0(F)+Z .$$
Let $q_M$ be the difference quotient of $N_0$ between $F$ and $E_M$, or $n$ if the two coincide. Then $N_0(E_M)-N_0(F)=q_M(E_M-F)$ in either case, and the counting equation becomes
$$q_M\,M(E_M-F)=Z-D(E_M).$$
Since $q_M\to n>0$, we may divide by $q_M$ for large $M$. Continuity of $D$ then gives
$$M(E_M-F)\to\frac{Z-D(F)}{n}.$$
The limit is zero exactly when $D(F)=Z$. Otherwise the shift is of order $1/M$.

Such levels exist if $N_0$ and $D$ are also continuous near $F$. For any energies with $M(E_M-F)\to a$, dividing by $M$ shows $E_M\to F$, and the electron count less $MN_0(F)$ is $q_M M(E_M-F)+D(E_M)\to na+D(F)$. Choose $c>|Z-D(F)|/n$. At $F-c/M$ and $F+c/M$ the limits are $D(F)-nc<Z$ and $D(F)+nc>Z$. For large $M$ the intermediate value theorem therefore gives a Fermi level within $c/M$ of $F$.

Here is the argument in Lean.

```lean
import Mathlib

open Filter Topology Set

namespace SupercellFermiShift

noncomputable section

/-- Number of states below `E` in a supercell of `M` host cells with one impurity: `N0` is the
host's integrated density of states per cell, `D` the change caused by the impurity. -/
def electronCount (N0 D : ℝ → ℝ) (M : ℕ) (E : ℝ) : ℝ := M * N0 E + D E

/-- `E` is a Fermi level of the supercell: the states below `E` hold the electrons of `M` host
cells filled up to `F` and the `Z` extra electrons brought by the impurity. -/
def IsFermiLevel (N0 D : ℝ → ℝ) (F Z : ℝ) (M : ℕ) (E : ℝ) : Prop :=
  electronCount N0 D M E = M * N0 F + Z

/-- The Friedel sum `(2/π) ∑ (2l+1) δ_l(E)` over the partial waves `l ≤ L`, with the factor 2
for spin. -/
def friedelSum (δ : ℕ → ℝ → ℝ) (L : ℕ) (E : ℝ) : ℝ :=
  2 / Real.pi * ∑ l ∈ Finset.range (L + 1), (2 * (l : ℝ) + 1) * δ l E

/-- If the energies `E M` tend to `F`, the difference quotient of the host's integrated density
of states between `F` and `E M` (the derivative where they coincide) tends to its slope at `F`. -/
theorem tendsto_mean_dos {N0 : ℝ → ℝ} {F n : ℝ} {E : ℕ → ℝ} (hN : HasDerivAt N0 n F)
    (hE : Tendsto E atTop (𝓝 F)) :
    Tendsto (fun M => dslope N0 F (E M)) atTop (𝓝 n) := by
  have h : ContinuousAt (dslope N0 F) F := continuousAt_dslope_same.2 hN.differentiableAt
  have h2 := h.tendsto.comp hE
  rw [dslope_same, hN.deriv] at h2
  exact h2

/-- If the level shift times the number `M` of host cells has a finite limit, the levels
themselves tend to the host Fermi level. -/
theorem tendsto_level_of_scaled {F a : ℝ} {E : ℕ → ℝ}
    (h : Tendsto (fun M : ℕ => (M : ℝ) * (E M - F)) atTop (𝓝 a)) :
    Tendsto E atTop (𝓝 F) := by
  have h1 : Tendsto (fun M : ℕ => (1 : ℝ) / M * (M * (E M - F)) + F) atTop
      (𝓝 (0 * a + F)) :=
    ((tendsto_const_div_atTop_nhds_zero_nat (1 : ℝ)).mul h).add_const F
  rw [zero_mul, zero_add] at h1
  refine h1.congr' ?_
  filter_upwards [eventually_gt_atTop 0] with M hM
  have hM' : (M : ℝ) ≠ 0 := Nat.cast_ne_zero.2 hM.ne'
  have h2 : (1 : ℝ) / M * M = 1 := by field_simp
  linear_combination (E M - F) * h2

/-- Let `N0` have slope `n` at `F` and `D` be continuous there. If `M (E M - F)` tends to `a`,
the electron count at `E M`, less that of the unperturbed host, tends to `n a + D(F)`. -/
theorem tendsto_excess_charge {N0 D : ℝ → ℝ} {F n a : ℝ} {E : ℕ → ℝ}
    (hN : HasDerivAt N0 n F) (hD : ContinuousAt D F)
    (h : Tendsto (fun M : ℕ => (M : ℝ) * (E M - F)) atTop (𝓝 a)) :
    Tendsto (fun M : ℕ => electronCount N0 D M (E M) - M * N0 F) atTop
      (𝓝 (n * a + D F)) := by
  have hE := tendsto_level_of_scaled h
  have h1 : Tendsto (fun M : ℕ => dslope N0 F (E M) * (M * (E M - F)) + D (E M)) atTop
      (𝓝 (n * a + D F)) :=
    ((tendsto_mean_dos hN hE).mul h).add (hD.tendsto.comp hE)
  refine h1.congr fun M => ?_
  have key : (E M - F) * dslope N0 F (E M) = N0 (E M) - N0 F := by
    simpa only [smul_eq_mul] using sub_smul_dslope N0 F (E M)
  unfold electronCount
  linear_combination (M : ℝ) * key

/-- Supercell Fermi shift: let `N0` have slope `n > 0` at `F` and `D` be continuous there. If
`E M` tends to `F` and is a Fermi level of the supercell for all large `M`, then `M (E M - F)`
tends to `(Z - D(F)) / n`. -/
theorem supercell_fermi_shift {N0 D : ℝ → ℝ} {F Z n : ℝ} {E : ℕ → ℝ}
    (hN : HasDerivAt N0 n F) (hn : 0 < n) (hD : ContinuousAt D F)
    (hE : Tendsto E atTop (𝓝 F)) (hF : ∀ᶠ M in atTop, IsFermiLevel N0 D F Z M (E M)) :
    Tendsto (fun M : ℕ => (M : ℝ) * (E M - F)) atTop (𝓝 ((Z - D F) / n)) := by
  have hs := tendsto_mean_dos hN hE
  have hq : Tendsto (fun M => Z - D (E M)) atTop (𝓝 (Z - D F)) :=
    tendsto_const_nhds.sub (hD.tendsto.comp hE)
  have h : Tendsto (fun M => (Z - D (E M)) / dslope N0 F (E M)) atTop
      (𝓝 ((Z - D F) / n)) := hq.div hs hn.ne'
  refine h.congr' ?_
  -- the counting equation, solved for the scaled shift
  filter_upwards [hs.eventually_ne hn.ne', hF] with M h0 hM
  have key : (E M - F) * dslope N0 F (E M) = N0 (E M) - N0 F := by
    simpa only [smul_eq_mul] using sub_smul_dslope N0 F (E M)
  unfold IsFermiLevel electronCount at hM
  rw [div_eq_iff h0]
  linear_combination -(M : ℝ) * key - hM

/-- Let `N0` have slope `n > 0` at `F` and `D` be continuous there. If `E M` tends to `F` and is a
Fermi level of the supercell for all large `M`, its shift from `F` vanishes faster than `1/M` if and
only if the impurity is neutral in Friedel's sense, `D(F) = Z`. -/
theorem shift_negligible_iff_neutral {N0 D : ℝ → ℝ} {F Z n : ℝ} {E : ℕ → ℝ}
    (hN : HasDerivAt N0 n F) (hn : 0 < n) (hD : ContinuousAt D F)
    (hE : Tendsto E atTop (𝓝 F)) (hF : ∀ᶠ M in atTop, IsFermiLevel N0 D F Z M (E M)) :
    Tendsto (fun M : ℕ => (M : ℝ) * (E M - F)) atTop (𝓝 0) ↔ D F = Z := by
  have h := supercell_fermi_shift hN hn hD hE hF
  constructor
  · intro h0
    have h1 := tendsto_nhds_unique h h0
    rw [div_eq_iff hn.ne'] at h1
    linarith
  · intro h0
    rwa [h0, sub_self, zero_div] at h

/-- If `N0` and `D` are continuous within a distance `r > 0` of `F` and `N0` has slope `n > 0`
at `F`, there are energies tending to `F` that are Fermi levels of the supercell for all
large `M`. -/
theorem exists_fermi_levels {N0 D : ℝ → ℝ} {F n r : ℝ} (Z : ℝ) (hr : 0 < r)
    (hN : HasDerivAt N0 n F) (hn : 0 < n) (hNc : ContinuousOn N0 (Icc (F - r) (F + r)))
    (hDc : ContinuousOn D (Icc (F - r) (F + r))) :
    ∃ E : ℕ → ℝ, Tendsto E atTop (𝓝 F) ∧
      ∀ᶠ M in atTop, IsFermiLevel N0 D F Z M (E M) := by
  have hD : ContinuousAt D F :=
    hDc.continuousAt (Icc_mem_nhds (by linarith) (by linarith))
  obtain ⟨c, hc0, hc⟩ : ∃ c : ℝ, 0 < c ∧ |Z - D F| < n * c := by
    refine ⟨|Z - D F| / n + 1, by positivity, ?_⟩
    have h : n * (|Z - D F| / n) = |Z - D F| := by field_simp
    rw [mul_add, h]
    linarith
  obtain ⟨hc1, hc2⟩ := abs_lt.1 hc
  have probe : ∀ a : ℝ,
      Tendsto (fun M : ℕ => (M : ℝ) * ((F + a / M) - F)) atTop (𝓝 a) := by
    intro a
    refine tendsto_const_nhds.congr' ?_
    filter_upwards [eventually_gt_atTop 0] with M hM
    have hM' : (M : ℝ) ≠ 0 := Nat.cast_ne_zero.2 hM.ne'
    have h : (M : ℝ) * (a / M) = a := by field_simp
    rw [add_sub_cancel_left, h]
  -- the energies F - c/M and F + c/M hold too few and too many electrons
  have hL := (tendsto_excess_charge hN hD (probe (-c))).eventually_lt_const
    (show n * (-c) + D F < Z by linarith)
  have hR := (tendsto_excess_charge hN hD (probe c)).eventually_const_lt
    (show Z < n * c + D F by linarith)
  have hsmall := (tendsto_const_div_atTop_nhds_zero_nat c).eventually_lt_const hr
  have hev : ∀ᶠ M : ℕ in atTop, ∃ x : ℝ, |x - F| ≤ c / M ∧ IsFermiLevel N0 D F Z M x := by
    filter_upwards [hL, hR, hsmall] with M h1 h2 h3
    have h4 : 0 ≤ c / (M : ℝ) := by positivity
    rw [neg_div] at h1
    have hcont : ContinuousOn (electronCount N0 D M) (Icc (F - r) (F + r)) :=
      (continuousOn_const.mul hNc).add hDc
    obtain ⟨x, hx, hxe⟩ := intermediate_value_Icc
      (show F + -(c / (M : ℝ)) ≤ F + c / M by linarith)
      (hcont.mono (Icc_subset_Icc (by linarith) (by linarith)))
      (show (M : ℝ) * N0 F + Z ∈ Icc _ _ from ⟨by linarith, by linarith⟩)
    exact ⟨x, abs_le.2 ⟨by linarith [hx.1], by linarith [hx.2]⟩, hxe⟩
  obtain ⟨M0, hM0⟩ := eventually_atTop.1 hev
  have hall : ∀ M : ℕ, ∃ x : ℝ, M0 ≤ M → |x - F| ≤ c / M ∧ IsFermiLevel N0 D F Z M x := by
    intro M
    by_cases h : M0 ≤ M
    · obtain ⟨x, hx⟩ := hM0 M h
      exact ⟨x, fun _ => hx⟩
    · exact ⟨F, fun h' => absurd h' h⟩
  choose E hE using hall
  refine ⟨E, ?_, eventually_atTop.2 ⟨M0, fun M hM => (hE M hM).2⟩⟩
  have h0 : Tendsto (fun M => E M - F) atTop (𝓝 0) :=
    squeeze_zero_norm' (eventually_atTop.2 ⟨M0, fun M hM => (hE M hM).1⟩)
      (tendsto_const_div_atTop_nhds_zero_nat c)
  simpa using h0.add_const F

/-- Phase-shift form: let `N0` have slope `n > 0` at `F` and the phase shifts with `l ≤ L` be
continuous there. If the supercell Fermi levels, with `D` the Friedel sum, tend to `F`, then `M`
times their shift tends to `Z` minus the Friedel sum at `F`, divided by `n`. -/
theorem fermi_shift_of_phase_shifts {N0 : ℝ → ℝ} {δ : ℕ → ℝ → ℝ} {L : ℕ} {F Z n : ℝ}
    {E : ℕ → ℝ} (hN : HasDerivAt N0 n F) (hn : 0 < n)
    (hδ : ∀ l ≤ L, ContinuousAt (δ l) F) (hE : Tendsto E atTop (𝓝 F))
    (hF : ∀ᶠ M in atTop, IsFermiLevel N0 (friedelSum δ L) F Z M (E M)) :
    Tendsto (fun M : ℕ => (M : ℝ) * (E M - F)) atTop
      (𝓝 ((Z - 2 / Real.pi * ∑ l ∈ Finset.range (L + 1), (2 * (l : ℝ) + 1) * δ l F) / n)) := by
  have hsum : Tendsto
      (fun x => ∑ l ∈ Finset.range (L + 1), (2 * (l : ℝ) + 1) * δ l x) (𝓝 F)
      (𝓝 (∑ l ∈ Finset.range (L + 1), (2 * (l : ℝ) + 1) * δ l F)) := by
    refine tendsto_finsetSum _ fun l hl => ?_
    have hl' : l ≤ L := by
      have := Finset.mem_range.1 hl
      omega
    exact (hδ l hl').tendsto.const_mul _
  have hD : ContinuousAt (friedelSum δ L) F := hsum.const_mul (2 / Real.pi)
  exact supercell_fermi_shift hN hn hD hE hF

end

end SupercellFermiShift
```

```lean
#print axioms SupercellFermiShift.shift_negligible_iff_neutral
-- 'SupercellFermiShift.shift_negligible_iff_neutral' depends on axioms: [propext, Classical.choice, Quot.sound]
#print axioms SupercellFermiShift.exists_fermi_levels
-- 'SupercellFermiShift.exists_fermi_levels' depends on axioms: [propext, Classical.choice, Quot.sound]
#print axioms SupercellFermiShift.fermi_shift_of_phase_shifts
-- 'SupercellFermiShift.fermi_shift_of_phase_shifts' depends on axioms: [propext, Classical.choice, Quot.sound]
```

`electronCount` is the left side of the counting equation, and `IsFermiLevel` is the equation itself. `HasDerivAt N0 n F` with `0 < n` describes a metallic host with a finite density of states at $F$; `∀ᶠ M in atTop` means "for all large $M$". `Z` is real, and a Fermi level need not be unique: `supercell_fermi_shift` applies to any choice that tends to $F$.

The model keeps $D$ the same for every $M$, so it omits self-consistent screening and the interaction between periodic images. In a real metal, screening adjusts the impurity potential so that $D(F)=Z$ in the dilute limit; the mismatch in the opening example belongs to a fixed potential that is not self-consistent. For such a fixed $D$, the theorem gives the coefficient of $1/M$ in the supercell Fermi level.

In `fermi_shift_of_phase_shifts`, $D$ is the Friedel sum $\frac{2}{\pi}\sum_{l\le L}(2l+1)\delta_l(E)$ over phase shifts $\delta_l$ up to a cutoff $L$. The factor 2 is for spin, so `N0` must count both spins too. The phase shifts are arbitrary functions continuous at $F$; that their sum counts the added states, as Friedel's sum rule says for a spherical scatterer in a free-electron host, is an input.

In the proof, `dslope N0 F (E M)` is $q_M$, and `tendsto_mean_dos` gives its limit. The identity `key` comes from `sub_smul_dslope` and includes the case $E_M=F$. In the main theorem, `eventually_ne` secures a nonzero divisor, and `linear_combination` solves the counting equation. `shift_negligible_iff_neutral` compares the limit with zero by uniqueness of limits.

For existence, `tendsto_level_of_scaled` and `tendsto_excess_charge` supply the two limits for a given $a$. `exists_fermi_levels` applies the second at $a=\pm c$, finds a root with `intermediate_value_Icc`, and uses `choose` to collect the roots into a sequence, squeezed to $F$ by the bound $c/M$. The phase-shift theorem needs only the continuity of a finite sum before it calls the main one.
